# With independent columns and a solvable constraint, heavily weighted least squares converges to constrained least squares

Pull one real number $x$ towards $b$ with unit strength and towards $d$ with strength $w>0$, by minimising $(x-b)^2+w(x-d)^2$. Setting the derivative to zero gives $(x-b)+w(x-d)=0$, so
$$x-d=\frac{b-d}{1+w}.$$
The pull towards $b$ stays bounded while the spring at $d$ stiffens, so the violation of $x=d$ dies off as $1/w$.

The same question arises when atomic charges $x$ are fitted to a reference electrostatic potential $b$ while the total charge $Cx$ should equal $d$. One may impose $Cx=d$ exactly, or add it to the fit as a heavily weighted term. If the potential $Ax$ is linear in finitely many charges and determines them uniquely, the result below says that the second fit tends to the first. It concerns exact minimisers. In floating-point arithmetic a very large weight can spoil the computed fit, since with more than one charge the normal equations become ill-conditioned as $w$ grows.

In Lean, `E`, `F` and `G` are finite-dimensional real inner product spaces of parameters, data and constraint values, and `A` and `C` are linear maps. The weight multiplies the squared norm, with no factor $\tfrac12$.

```lean
import Mathlib

open Filter Topology
open scoped InnerProductSpace

namespace HeavyWeights

variable {E F G : Type*}
  [NormedAddCommGroup E] [InnerProductSpace ℝ E] [FiniteDimensional ℝ E]
  [NormedAddCommGroup F] [InnerProductSpace ℝ F] [FiniteDimensional ℝ F]
  [NormedAddCommGroup G] [InnerProductSpace ℝ G] [FiniteDimensional ℝ G]

/-- The misfit `‖A x - b‖²` plus `w` times the squared violation of `C x = d`. -/
def penaltyCost (A : E →ₗ[ℝ] F) (b : F) (C : E →ₗ[ℝ] G) (d : G) (w : ℝ) (x : E) : ℝ :=
  ‖A x - b‖ ^ 2 + w * ‖C x - d‖ ^ 2

/-- `x` minimises the penalised cost with weight `w`. -/
def IsPenaltyFit (A : E →ₗ[ℝ] F) (b : F) (C : E →ₗ[ℝ] G) (d : G) (w : ℝ) (x : E) : Prop :=
  ∀ y, penaltyCost A b C d w x ≤ penaltyCost A b C d w y

/-- `x` satisfies `C x = d` and has the least misfit among all points that do. -/
def IsConstrainedFit (A : E →ₗ[ℝ] F) (b : F) (C : E →ₗ[ℝ] G) (d : G) (x : E) : Prop :=
  C x = d ∧ ∀ y, C y = d → ‖A x - b‖ ^ 2 ≤ ‖A y - b‖ ^ 2
```

## A nonnegative weight never rewards violation

The condition $w\ge 0$ says that breaking the constraint is never rewarded. Write $f$ for the penalised cost. Along a line,
$$f(x+th)=f(x)+2tp+t^2q,$$
$$p=\langle Ax-b,Ah\rangle+w\langle Cx-d,Ch\rangle,\qquad q=\|Ah\|^2+w\|Ch\|^2\ge 0.$$
If $x$ is a minimiser, then $2tp+t^2q\ge0$ for all $t$. At $t=-p/(q+1)$ the left side is $-p^2(q+2)/(q+1)^2$, so $p=0$. Conversely, if $p=0$ for every $h$, then $t=1$ and $h=y-x$ give $f(y)=f(x)+q\ge f(x)$.

`slope_eq_zero` is the argument about $t$, `misfit_line` expands one square, and `penalty_iff` applies the expansion to both terms. With $w<-1$ the scalar cost above is unbounded below and has no minimiser.

```lean
/-- If `2 t p + t² q` is nonnegative for every real `t`, with `q ≥ 0`, then the slope `p`
vanishes. -/
theorem slope_eq_zero {p q : ℝ} (hq : 0 ≤ q) (h : ∀ t : ℝ, 0 ≤ 2 * t * p + t ^ 2 * q) :
    p = 0 := by
  have hne : q + 1 ≠ 0 := by positivity
  obtain ⟨t, ht⟩ : ∃ t : ℝ, t * (q + 1) = -p := ⟨-p / (q + 1), div_mul_cancel₀ _ hne⟩
  have hp : p = -(t * (q + 1)) := by linarith
  have h1 := h t
  rw [hp] at h1
  have h2 : t ^ 2 ≤ 0 := by nlinarith [mul_nonneg (sq_nonneg t) hq, sq_nonneg t]
  have h3 : t = 0 := by nlinarith [sq_nonneg t]
  rw [hp, h3]
  ring

omit [FiniteDimensional ℝ E] [FiniteDimensional ℝ F] in
/-- The misfit along the line `x + t h` is a quadratic polynomial in `t`. -/
theorem misfit_line (A : E →ₗ[ℝ] F) (b : F) (x h : E) (t : ℝ) :
    ‖A (x + t • h) - b‖ ^ 2
      = ‖A x - b‖ ^ 2 + 2 * t * ⟪A x - b, A h⟫_ℝ + t ^ 2 * ‖A h‖ ^ 2 := by
  have e : A (x + t • h) - b = (A x - b) + t • A h := by
    rw [map_add, map_smul]; abel
  rw [e, norm_add_sq_real, real_inner_smul_right, norm_smul, mul_pow, Real.norm_eq_abs, sq_abs]
  ring

omit [FiniteDimensional ℝ E] [FiniteDimensional ℝ F] [FiniteDimensional ℝ G] in
/-- For a nonnegative weight, a point minimises the penalised cost exactly when the first
variation of the cost vanishes in every direction. -/
theorem penalty_iff {A : E →ₗ[ℝ] F} {b : F} {C : E →ₗ[ℝ] G} {d : G} {w : ℝ} (hw : 0 ≤ w)
    {x : E} : IsPenaltyFit A b C d w x ↔
      ∀ h, ⟪A x - b, A h⟫_ℝ + w * ⟪C x - d, C h⟫_ℝ = 0 := by
  constructor
  · intro hx h
    apply slope_eq_zero (q := ‖A h‖ ^ 2 + w * ‖C h‖ ^ 2) (by positivity)
    intro t
    have h1 := hx (x + t • h)
    unfold penaltyCost at h1
    rw [misfit_line A b x h t, misfit_line C d x h t] at h1
    linarith
  · intro hx y
    have hy : x + (1 : ℝ) • (y - x) = y := by rw [one_smul]; abel
    have e1 := misfit_line A b x (y - x) 1
    have e2 := misfit_line C d x (y - x) 1
    rw [hy] at e1 e2
    unfold penaltyCost
    rw [e1, e2]
    linarith [hx (y - x), mul_nonneg hw (sq_nonneg ‖C (y - x)‖), sq_nonneg ‖A (y - x)‖]
```

## Independent columns let the data see every parameter

Injectivity of $A$ means that no nonzero change of the charges leaves the fitted potential unchanged. With $A^\dagger$ the adjoint, stationarity in every direction reads
$$Mx=r,\qquad M=A^\dagger A+wC^\dagger C,\qquad r=A^\dagger b+wC^\dagger d.$$
If $Mm=0$, then $0=\langle Mm,m\rangle=\|Am\|^2+w\|Cm\|^2$, hence $Am=0$ and $m=0$. An injective operator on a finite-dimensional space is onto, so there is exactly one solution.

`penalty_unique` follows these lines: `hinj` is the injectivity of `M`, and `key` identifies minimisers with solutions of `M y = r`. Its conclusion, "`y` is a fit iff `y = x`", expresses existence and uniqueness together.

If some $m\neq0$ has both $Am=0$ and $Cm=0$, adding it to a minimiser gives another one. This shows only that $A$ and $C$ must have no common null direction, which is less than injectivity of $A$.

```lean
/-- If `A` is injective and `w ≥ 0`, the penalised cost has exactly one minimiser. -/
theorem penalty_unique {A : E →ₗ[ℝ] F} (hA : Function.Injective A) (b : F)
    (C : E →ₗ[ℝ] G) (d : G) {w : ℝ} (hw : 0 ≤ w) :
    ∃ x, ∀ y, IsPenaltyFit A b C d w y ↔ y = x := by
  -- the normal operator and the right-hand side of the normal equations
  obtain ⟨M, hM⟩ : ∃ M : E →ₗ[ℝ] E, ∀ x h, ⟪M x, h⟫_ℝ = ⟪A x, A h⟫_ℝ + w * ⟪C x, C h⟫_ℝ :=
    ⟨LinearMap.adjoint A ∘ₗ A + w • (LinearMap.adjoint C ∘ₗ C), fun x h => by
      rw [LinearMap.add_apply, LinearMap.smul_apply, LinearMap.comp_apply,
        LinearMap.comp_apply, inner_add_left, real_inner_smul_left,
        LinearMap.adjoint_inner_left, LinearMap.adjoint_inner_left]⟩
  obtain ⟨r, hr⟩ : ∃ r : E, ∀ h, ⟪r, h⟫_ℝ = ⟪b, A h⟫_ℝ + w * ⟪d, C h⟫_ℝ :=
    ⟨LinearMap.adjoint A b + w • LinearMap.adjoint C d, fun h => by
      rw [inner_add_left, real_inner_smul_left,
        LinearMap.adjoint_inner_left, LinearMap.adjoint_inner_left]⟩
  have hinj : Function.Injective M := by
    refine LinearMap.ker_eq_bot.1 (LinearMap.ker_eq_bot'.2 fun m hm => ?_)
    have h1 := hM m m
    rw [hm, inner_zero_left, real_inner_self_eq_norm_sq, real_inner_self_eq_norm_sq] at h1
    have h2 : ‖A m‖ ^ 2 = 0 := by
      linarith [mul_nonneg hw (sq_nonneg ‖C m‖), sq_nonneg ‖A m‖]
    have h3 : A m = 0 := norm_eq_zero.1 (pow_eq_zero_iff two_ne_zero |>.1 h2)
    exact hA (h3.trans (map_zero A).symm)
  have key : ∀ y, IsPenaltyFit A b C d w y ↔ M y = r := by
    intro y
    rw [penalty_iff hw]
    constructor
    · intro hy
      apply ext_inner_right ℝ
      intro h
      have h1 := hy h
      rw [inner_sub_left, inner_sub_left] at h1
      rw [hM, hr]
      linarith
    · intro hy h
      have h1 := hM y h
      rw [hy, hr] at h1
      rw [inner_sub_left, inner_sub_left]
      linarith
  -- in finite dimension an injective operator is onto
  obtain ⟨x, hx⟩ := LinearMap.injective_iff_surjective.1 hinj r
  exact ⟨x, fun y => (key y).trans
    ⟨fun h => hinj (h.trans hx.symm), fun h => by rw [h]; exact hx⟩⟩
```

## A solvable constraint lets a constrained fit exist

Solvability of $Cx=d$ means that the demands are compatible. Prescribing two different total charges at once would leave no admissible point, and hence no constrained fit.

Moves that preserve the constraint are those with $Ch=0$. The line argument, restricted to them, shows that $x$ is a constrained fit exactly when $Cx=d$ and $\langle Ax-b,Ah\rangle=0$ whenever $Ch=0$. This is `constrained_iff`.

For existence, take a particular solution $x_0$ and write $x=x_0+k$ with $k\in\ker C$. What remains is to minimise $\|Ak-(b-Ax_0)\|^2$ over $\ker C$, without constraint. `constrained_unique` gets this from `penalty_unique`, applied to the restriction `B` of `A` with weight zero. For uniqueness, let $h$ be the difference of two constrained fits. Then $Ch=0$, both residuals are orthogonal to $Ah$, and subtraction gives $\|Ah\|^2=0$, so $h=0$.

```lean
omit [FiniteDimensional ℝ E] [FiniteDimensional ℝ F] [FiniteDimensional ℝ G] in
/-- A point is a constrained fit exactly when it satisfies the constraint and its residual is
orthogonal to `A h` for every direction `h` with `C h = 0`. -/
theorem constrained_iff {A : E →ₗ[ℝ] F} {b : F} {C : E →ₗ[ℝ] G} {d : G} {x : E} :
    IsConstrainedFit A b C d x ↔ C x = d ∧ ∀ h, C h = 0 → ⟪A x - b, A h⟫_ℝ = 0 := by
  constructor
  · intro hx
    refine ⟨hx.1, fun h hh => slope_eq_zero (sq_nonneg ‖A h‖) fun t => ?_⟩
    have h1 := hx.2 (x + t • h) (by rw [map_add, map_smul, hh, smul_zero, add_zero, hx.1])
    rw [misfit_line A b x h t] at h1
    linarith
  · intro hx
    refine ⟨hx.1, fun y hy => ?_⟩
    have e := misfit_line A b x (y - x) 1
    rw [show x + (1 : ℝ) • (y - x) = y by rw [one_smul]; abel,
      hx.2 (y - x) (by rw [map_sub, hy, hx.1, sub_self])] at e
    linarith [sq_nonneg ‖A (y - x)‖]

/-- If `A` is injective and `C x = d` is solvable, there is exactly one constrained fit. -/
theorem constrained_unique {A : E →ₗ[ℝ] F} (hA : Function.Injective A) (b : F)
    {C : E →ₗ[ℝ] G} {d : G} (hd : ∃ x, C x = d) :
    ∃ x, ∀ y, IsConstrainedFit A b C d y ↔ y = x := by
  obtain ⟨x₀, hx₀⟩ := hd
  -- an unconstrained fit on the kernel of `C`, shifted by a particular solution
  let B : LinearMap.ker C →ₗ[ℝ] F := A ∘ₗ (LinearMap.ker C).subtype
  have hB : Function.Injective B := fun u v huv => Subtype.ext (hA huv)
  obtain ⟨k, hk⟩ := penalty_unique hB (b - A x₀) (0 : LinearMap.ker C →ₗ[ℝ] G) 0 le_rfl
  have hs := (penalty_iff le_rfl).1 ((hk k).2 rfl)
  have hx : IsConstrainedFit A b C d (x₀ + (k : E)) := by
    refine constrained_iff.2 ⟨?_, fun h hh => ?_⟩
    · rw [map_add, hx₀, LinearMap.mem_ker.1 k.2, add_zero]
    · have h1 := hs ⟨h, LinearMap.mem_ker.2 hh⟩
      rw [zero_mul, add_zero] at h1
      have e : A (x₀ + (k : E)) - b = B k - (b - A x₀) := by
        change A (x₀ + (k : E)) - b = A (k : E) - (b - A x₀)
        rw [map_add]; abel
      rw [e]
      exact h1
  refine ⟨x₀ + (k : E), fun y => ⟨fun hy => ?_, fun h => by rw [h]; exact hx⟩⟩
  have hC : C (y - (x₀ + (k : E))) = 0 := by rw [map_sub, hy.1, hx.1, sub_self]
  have s1 := (constrained_iff.1 hy).2 _ hC
  have s2 := (constrained_iff.1 hx).2 _ hC
  have h0 : ⟪A (y - (x₀ + (k : E))), A (y - (x₀ + (k : E)))⟫_ℝ = 0 := by
    calc _ = ⟪(A y - b) - (A (x₀ + (k : E)) - b), A (y - (x₀ + (k : E)))⟫_ℝ := by
          rw [sub_sub_sub_cancel_right, ← map_sub A]
      _ = 0 := by rw [inner_sub_left, s1, s2, sub_zero]
  exact sub_eq_zero.1 (hA ((inner_self_eq_zero.1 h0).trans (map_zero A).symm))
```

## Finitely many parameters give the rate $1/w$

Let $x_c$ be the constrained fit, $x_w$ the penalised one, and $h=x_w-x_c$. For $Ck=0$, the stationarity condition of $x_w$ loses its constraint term and becomes $\langle Ax_w-b,Ak\rangle=0$. The constrained fit satisfies $\langle Ax_c-b,Ak\rangle=0$, and the difference of the two is $\langle Ah,Ak\rangle=0$. Let $V$ be the subspace of all $h$ with this property. If $h\in V$ and $Ch=0$, choosing $k=h$ gives $Ah=0$ and so $h=0$. Thus $C$ is injective on $V$, and finite dimension supplies a constant $\kappa$ with $\|h\|\le\kappa\|Ch\|$ on $V$.

Since $Cx_w-d=Ch$, stationarity of $x_w$ tested on $h$ itself reads
$$\|Ah\|^2+\langle Ax_c-b,Ah\rangle+w\|Ch\|^2=0.$$
With $\rho=\|Ax_c-b\|$ and $L$ the operator norm of $A$, the Cauchy–Schwarz inequality gives
$$w\|Ch\|^2\le\rho\|Ah\|\le\rho L\kappa\|Ch\|.$$
Dividing by $\|Ch\|$ (if it vanishes, so does $h$) yields
$$\|x_w-x_c\|\le\kappa\|Ch\|\le\frac{\kappa^2L\rho}{w}.$$

In `penalty_error`, `hmem` puts the error in `V`, `hb` is the bound by $\kappa$, and `h4` is the divided inequality. The `K` of the statement is $\kappa^2L\rho$, whereas the `K` inside the proof is $\kappa$.

With infinitely many parameters the rate can fail. On square-summable sequences take $A=1$, $(Cx)_n=x_n/n$, $d=0$ and $b_n=1/n$. The $n$th error component is $b_n/(1+w/n^2)$, and $w$ times it tends to $n$ as $w\to\infty$, so no single constant serves.

```lean
omit [FiniteDimensional ℝ F] [FiniteDimensional ℝ G] in
/-- For injective `A` and a constrained fit `xc`, there is a constant `K` such that, at every weight
`w > 0`, any penalised fit lies within `K / w` of `xc`. -/
theorem penalty_error {A : E →ₗ[ℝ] F} (hA : Function.Injective A) {b : F}
    {C : E →ₗ[ℝ] G} {d : G} {xc : E} (hc : IsConstrainedFit A b C d xc) :
    ∃ K : ℝ, ∀ w, 0 < w → ∀ x, IsPenaltyFit A b C d w x → ‖x - xc‖ ≤ K / w := by
  -- the subspace in which all errors lie; `C` is injective on it
  let V : Submodule ℝ E :=
    { carrier := {h | ∀ k, C k = 0 → ⟪A h, A k⟫_ℝ = 0}
      add_mem' := fun {u v} hu hv k hk => by
        rw [map_add, inner_add_left, hu k hk, hv k hk, add_zero]
      zero_mem' := fun k _ => by rw [map_zero, inner_zero_left]
      smul_mem' := fun c u hu k hk => by
        rw [map_smul, real_inner_smul_left, hu k hk, mul_zero] }
  have hker : LinearMap.ker (C.domRestrict V) = ⊥ := by
    refine LinearMap.ker_eq_bot'.2 fun v hv => Subtype.ext ?_
    have hV : ∀ k, C k = 0 → ⟪A (v : E), A k⟫_ℝ = 0 := v.2
    have h0 : A (v : E) = 0 := inner_self_eq_zero.1 (hV v hv)
    exact hA (h0.trans (map_zero A).symm)
  obtain ⟨K, -, hK⟩ := (C.domRestrict V).exists_antilipschitzWith hker
  let L : ℝ := ‖LinearMap.toContinuousLinearMap A‖
  have hL : ∀ h, ‖A h‖ ≤ L * ‖h‖ := fun h => (LinearMap.toContinuousLinearMap A).le_opNorm h
  have hL0 : 0 ≤ L := norm_nonneg _
  have hK0 : (0 : ℝ) ≤ K := K.2
  refine ⟨K * (‖A xc - b‖ * (L * K)), fun w hw x hx => ?_⟩
  have hs := (penalty_iff hw.le).1 hx
  have hmem : x - xc ∈ V := by
    intro k hk
    have h1 := hs k
    rw [hk, inner_zero_right, mul_zero, add_zero] at h1
    rw [show A (x - xc) = (A x - b) - (A xc - b) by rw [map_sub]; abel, inner_sub_left,
      h1, (constrained_iff.1 hc).2 k hk, sub_zero]
  have hb : ‖x - xc‖ ≤ K * ‖C (x - xc)‖ := by
    have h1 := hK.le_mul_dist ⟨x - xc, hmem⟩ 0
    rw [map_zero, dist_zero_right, dist_zero_right] at h1
    exact h1
  -- stationarity tested on the error itself
  have p := hs (x - xc)
  rw [show A x - b = A (x - xc) + (A xc - b) by rw [map_sub]; abel,
    show C x - d = C (x - xc) by rw [map_sub, hc.1], inner_add_left,
    real_inner_self_eq_norm_sq, real_inner_self_eq_norm_sq] at p
  have q := (abs_le.1 (abs_real_inner_le_norm (A xc - b) (A (x - xc)))).1
  have h2 : ‖A (x - xc)‖ ≤ L * (K * ‖C (x - xc)‖) :=
    (hL _).trans (mul_le_mul_of_nonneg_left hb hL0)
  have h3 := mul_le_mul_of_nonneg_left h2 (norm_nonneg (A xc - b))
  have h4 : w * ‖C (x - xc)‖ ≤ ‖A xc - b‖ * (L * K) := by
    rcases (norm_nonneg (C (x - xc))).eq_or_lt with h0 | h0
    · rw [← h0, mul_zero]
      positivity
    · refine le_of_mul_le_mul_right ?_ h0
      linarith [sq_nonneg ‖A (x - xc)‖]
  rw [le_div_iff₀ hw]
  linarith [mul_le_mul_of_nonneg_right hb hw.le, mul_le_mul_of_nonneg_left h4 hK0]
```

The main theorem supplies a point `xc` and a function `x` of the weight. The point is the only constrained fit, `x w` is the only penalised fit for each `w > 0`, and `x` tends to `xc`. Its values at `w ≤ 0` carry no meaning. The proof selects the minimisers with `choose` and squeezes the error between zero and `K / w`.

```lean
/-- Heavy weights become constraints: if `A` is injective and `C x = d` is solvable, the unique
minimiser of `‖A x - b‖² + w ‖C x - d‖²` converges, as `w → ∞`, to the unique minimiser of
`‖A x - b‖²` subject to `C x = d`. -/
theorem heavy_weights_become_constraints {A : E →ₗ[ℝ] F} (hA : Function.Injective A) (b : F)
    {C : E →ₗ[ℝ] G} {d : G} (hd : ∃ x, C x = d) :
    ∃ (xc : E) (x : ℝ → E),
      (∀ y, IsConstrainedFit A b C d y ↔ y = xc) ∧
      (∀ w, 0 < w → ∀ y, IsPenaltyFit A b C d w y ↔ y = x w) ∧
      Tendsto x atTop (𝓝 xc) := by
  obtain ⟨xc, hxc⟩ := constrained_unique hA b hd
  have hex : ∀ w : ℝ, ∃ x, 0 < w → ∀ y, IsPenaltyFit A b C d w y ↔ y = x := by
    intro w
    by_cases hw : 0 < w
    · obtain ⟨x, hx⟩ := penalty_unique hA b C d hw.le
      exact ⟨x, fun _ => hx⟩
    · exact ⟨0, fun h => absurd h hw⟩
  choose x hx using hex
  obtain ⟨K, hK⟩ := penalty_error hA ((hxc xc).2 rfl)
  refine ⟨xc, x, hxc, hx, ?_⟩
  -- the error is squeezed between zero and `K / w`
  rw [tendsto_iff_norm_sub_tendsto_zero]
  refine squeeze_zero' (Eventually.of_forall fun w => norm_nonneg _) ?_
    (tendsto_const_nhds.div_atTop tendsto_id : Tendsto (fun w : ℝ => K / w) atTop (𝓝 0))
  filter_upwards [eventually_gt_atTop (0 : ℝ)] with w hw
  exact hK w hw (x w) ((hx w hw (x w)).2 rfl)
```

## Feasibility at finite weight requires an idle constraint

Suppose $Cx=d$ and $w\ge0$. The constraint term then drops out of the stationarity condition, leaving that of the unconstrained misfit. So $x$ is a penalised fit exactly when it already minimises $\|Ax-b\|^2$ over all points. In `penalty_exact_iff` the forward direction passes through weight zero; the converse holds because the penalty vanishes at $x$ and is nonnegative elsewhere.

```lean
omit [FiniteDimensional ℝ E] [FiniteDimensional ℝ F] [FiniteDimensional ℝ G] in
/-- At a nonnegative weight, a point satisfying `C x = d` minimises the penalised cost exactly
when it minimises the misfit over all points, with no constraint. -/
theorem penalty_exact_iff {A : E →ₗ[ℝ] F} {b : F} {C : E →ₗ[ℝ] G} {d : G} {w : ℝ}
    (hw : 0 ≤ w) {x : E} (hx : C x = d) :
    IsPenaltyFit A b C d w x ↔ ∀ y, ‖A x - b‖ ^ 2 ≤ ‖A y - b‖ ^ 2 := by
  constructor
  · intro h y
    have h0 : IsPenaltyFit A b C d 0 x := by
      refine (penalty_iff le_rfl).2 fun k => ?_
      have h1 := (penalty_iff hw).1 h k
      rw [hx, sub_self, inner_zero_left, mul_zero, add_zero] at h1
      rw [h1, zero_mul, add_zero]
    have h2 := h0 y
    unfold penaltyCost at h2
    linarith
  · intro h y
    unfold penaltyCost
    rw [hx, sub_self, norm_zero]
    linarith [h y, mul_nonneg hw (sq_nonneg ‖C y - d‖)]
```

`scalar_error` is the opening example. Testing stationarity with direction $1$ gives the formula, and multiplying by `k` recovers every direction. For $b\ne d$ the error is of order $1/w$ and no smaller, so the general rate cannot be improved.

```lean
/-- For one real unknown with `A = C = 1`, the constrained fit is `d` and the penalised fit
at weight `w > 0` misses it by exactly `(b - d) / (1 + w)`. -/
theorem scalar_error (b d : ℝ) :
    IsConstrainedFit (LinearMap.id : ℝ →ₗ[ℝ] ℝ) b (LinearMap.id : ℝ →ₗ[ℝ] ℝ) d d ∧
    ∀ w, 0 < w → ∀ x,
      IsPenaltyFit (LinearMap.id : ℝ →ₗ[ℝ] ℝ) b (LinearMap.id : ℝ →ₗ[ℝ] ℝ) d w x ↔
        x - d = (b - d) / (1 + w) := by
  have inn : ∀ u v : ℝ, ⟪u, v⟫_ℝ = u * v := fun u v => by simp [mul_comm]
  constructor
  · refine ⟨rfl, fun y hy => ?_⟩
    have h : y = d := hy
    subst h
    exact le_rfl
  · intro w hw x
    have hne : 1 + w ≠ 0 := by positivity
    rw [penalty_iff hw.le, eq_div_iff hne]
    simp only [inn, LinearMap.id_apply]
    constructor
    · intro h
      linarith [h 1]
    · intro h k
      linear_combination k * h

end HeavyWeights
```

```lean
#print axioms HeavyWeights.heavy_weights_become_constraints
#print axioms HeavyWeights.penalty_exact_iff
#print axioms HeavyWeights.scalar_error
```

```
'HeavyWeights.heavy_weights_become_constraints' depends on axioms: [propext, Classical.choice, Quot.sound]
'HeavyWeights.penalty_exact_iff' depends on axioms: [propext, Classical.choice, Quot.sound]
'HeavyWeights.scalar_error' depends on axioms: [propext, Classical.choice, Quot.sound]
```
